# The derivatives of a model energy kt and of the residuals t − k² and k − x

The lemma concerns three explicit functions of real variables: a model energy E = kt, an amplitude residual R = t − k² and an orbital residual G = k − x. It states that each is differentiable at every point, with dE = k dt + t dk, dR = dt − 2k dk and dG = dk − dx. E and R are defined on triples of reals but do not depend on the first coordinate, while G is defined on pairs (x, k). The proof first gets the derivatives of the coordinates k and t on triples, as continuous linear maps, and then applies the product and difference rules.

Lean 4 with Mathlib refuses this proof:

```lean
import Mathlib

open scoped InnerProductSpace Topology

namespace ModelDerivatives

noncomputable section

/-- Model energy `E = k t`. -/
def modelEnergy (p : ℝ × ℝ × ℝ) : ℝ := p.2.1 * p.2.2

/-- Model amplitude residual `R = t - k²`. -/
def modelAmplitude (p : ℝ × ℝ × ℝ) : ℝ := p.2.2 - p.2.1 * p.2.1

/-- Model orbital residual `G = k - x`. -/
def modelOrbital (q : ℝ × ℝ) : ℝ := q.2 - q.1

/-- The model functions are differentiable, with the derivatives given by the product and difference
rules. -/
theorem model_derivatives :
    (∀ p, DifferentiableAt ℝ modelEnergy p ∧
      ∀ w, fderiv ℝ modelEnergy p w = p.2.1 * w.2.2 + p.2.2 * w.2.1) ∧
    (∀ p, DifferentiableAt ℝ modelAmplitude p ∧
      ∀ w, fderiv ℝ modelAmplitude p w = w.2.2 - (p.2.1 * w.2.1 + p.2.1 * w.2.1)) ∧
    (∀ q, DifferentiableAt ℝ modelOrbital q ∧
      ∀ w, fderiv ℝ modelOrbital q w = w.2 - w.1) := by
  have hk : ∀ p, HasFDerivAt (fun q : ℝ × ℝ × ℝ => q.2.1)
      ((ContinuousLinearMap.fst ℝ ℝ ℝ).comp (ContinuousLinearMap.snd ℝ ℝ (ℝ × ℝ))) p :=
    fun p => ((ContinuousLinearMap.fst ℝ ℝ ℝ).comp
      (ContinuousLinearMap.snd ℝ ℝ (ℝ × ℝ))).hasFDerivAt
  have ht : ∀ p, HasFDerivAt (fun q : ℝ × ℝ × ℝ => q.2.2)
      ((ContinuousLinearMap.snd ℝ ℝ ℝ).comp (ContinuousLinearMap.snd ℝ ℝ (ℝ × ℝ))) p :=
    fun p => ContinuousLinearMap.hasFDerivAt _
  refine ⟨fun p => ?_, fun p => ?_, fun q => ?_⟩
  · have h : HasFDerivAt modelEnergy _ p := (hk p).mul (ht p)
    exact ⟨h.differentiableAt, fun w => by rw [h.fderiv]; rfl⟩
  · have h : HasFDerivAt modelAmplitude _ p := (ht p).sub ((hk p).mul (hk p))
    exact ⟨h.differentiableAt, fun w => by rw [h.fderiv]; rfl⟩
  · have h : HasFDerivAt modelOrbital _ q := hasFDerivAt_snd.sub hasFDerivAt_fst
    exact ⟨h.differentiableAt, fun w => by rw [h.fderiv]; rfl⟩

end

end ModelDerivatives
```

Messages:

```
Main.lean:33:13: error: Type mismatch
  ContinuousLinearMap.hasFDerivAt ?m.303
has type
  HasFDerivAt ⇑?m.303 ?m.303 ?m.304
but is expected to have type
  HasFDerivAt (fun q => q.2.2) (ContinuousLinearMap.snd ℝ ℝ ℝ ∘SL ContinuousLinearMap.snd ℝ ℝ (ℝ × ℝ)) p
```

This version goes through:

```diff
@@ -31,5 +31,6 @@
   have ht : ∀ p, HasFDerivAt (fun q : ℝ × ℝ × ℝ => q.2.2)
       ((ContinuousLinearMap.snd ℝ ℝ ℝ).comp (ContinuousLinearMap.snd ℝ ℝ (ℝ × ℝ))) p :=
-    fun p => ContinuousLinearMap.hasFDerivAt _
+    fun p => ((ContinuousLinearMap.snd ℝ ℝ ℝ).comp
+      (ContinuousLinearMap.snd ℝ ℝ (ℝ × ℝ))).hasFDerivAt
   refine ⟨fun p => ?_, fun p => ?_, fun q => ?_⟩
   · have h : HasFDerivAt modelEnergy _ p := (hk p).mul (ht p)
@@ -37,5 +38,9 @@
   · have h : HasFDerivAt modelAmplitude _ p := (ht p).sub ((hk p).mul (hk p))
     exact ⟨h.differentiableAt, fun w => by rw [h.fderiv]; rfl⟩
-  · have h : HasFDerivAt modelOrbital _ q := hasFDerivAt_snd.sub hasFDerivAt_fst
+  · have h1 : HasFDerivAt (fun r : ℝ × ℝ => r.1) (ContinuousLinearMap.fst ℝ ℝ ℝ) q :=
+      (ContinuousLinearMap.fst ℝ ℝ ℝ).hasFDerivAt
+    have h2 : HasFDerivAt (fun r : ℝ × ℝ => r.2) (ContinuousLinearMap.snd ℝ ℝ ℝ) q :=
+      (ContinuousLinearMap.snd ℝ ℝ ℝ).hasFDerivAt
+    have h : HasFDerivAt modelOrbital _ q := h2.sub h1
     exact ⟨h.differentiableAt, fun w => by rw [h.fderiv]; rfl⟩
 
```

Cause. The error is in `ht`, the derivative of the coordinate `q.2.2`. `ContinuousLinearMap.hasFDerivAt _` says that a continuous linear map is its own derivative, but the underscore leaves Lean to find the map. Lean must then match the unknown map, coerced to a function, with `fun q => q.2.2`, and it can't recover a bundled linear map from a bare function. The expected derivative does name the map, but the message shows it still unknown, as `?m.303`, when the match fails.

The repair writes out the composition of the two `ContinuousLinearMap.snd` projections, as `hk` already does for its own coordinate. With the map known, Lean only has to check that applying it gives `q.2.2`, which holds by unfolding.

The diff also changes the proof for `modelOrbital`, stating the derivatives of the two projections separately before subtracting them. No message concerns that step, so this change is mere tidying.
